# Fourier coefficients of a real potential at opposite integer wavenumbers are complex conjugates

For a continuous real potential V on the line, let c_q be the mean of V(x) exp(−iqx) over the interval from 0 to 2π, with q an integer. The lemma states that c_(−q) is the complex conjugate of c_q; V need not be periodic. The proof first shows, as `h1`, that the prefactor 1/(2π) is unchanged by conjugation. It then takes the conjugation inside the integral and compares the integrands point by point.

The first attempt, which Lean rejects:

```lean
import Mathlib

open Matrix
open scoped ComplexConjugate

namespace FourierMeanNeg

noncomputable section

/-- The Fourier coefficient `c_q`: the mean of `V(x) exp(-iqx)` over `[0, 2π]`. -/
def fourierMean (V : C(ℝ, ℝ)) (q : ℤ) : ℂ :=
  (2 * (Real.pi : ℂ))⁻¹ *
    ∫ x in (0 : ℝ)..2 * Real.pi, (V x : ℂ) * Complex.exp (-(Complex.I * q * x))

/-- For a real potential, `c_(-q)` is the complex conjugate of `c_q`. -/
theorem fourierMean_neg (V : C(ℝ, ℝ)) (q : ℤ) :
    fourierMean V (-q) = conj (fourierMean V q) := by
  have h0 : (0 : ℝ) ≤ 2 * Real.pi := by positivity
  have h1 : conj ((2 * (Real.pi : ℂ))⁻¹) = (2 * (Real.pi : ℂ))⁻¹ := by
    simp [Complex.conj_ofReal]
  unfold fourierMean
  simp only [intervalIntegral.integral_of_le h0]
  rw [map_mul, h1, ← integral_conj]
  refine congrArg (fun z => (2 * (Real.pi : ℂ))⁻¹ * z)
    (MeasureTheory.integral_congr_ae (Filter.Eventually.of_forall fun x => ?_))
  beta_reduce
  rw [map_mul, Complex.conj_ofReal, ← Complex.exp_conj]
  congr 2
  simp

end

end FourierMeanNeg
```

Compiling this gives:

```
Main.lean:19:68: error: unsolved goals
V : C(ℝ, ℝ)
q : ℤ
h0 : 0 ≤ 2 * Real.pi
⊢ (starRingEnd ℂ) 2 = 2
```

Diagnosis. The message reports that the `simp` call meant to prove `h1` stopped with a goal left over: that the conjugate of the complex number 2 is 2. (`starRingEnd ℂ` is complex conjugation, written `conj` in the file.) The goal is true, but the supplied lemma `Complex.conj_ofReal` applies only to a real number cast into ℂ. The π in the prefactor has that form, whereas the 2 is written directly as a complex numeral, so the lemma does not match it, and nothing else `simp` used closed the goal.

The repair puts the whole prefactor into the form the lemma needs. The new equation `hr` says that the complex number `(2 * (Real.pi : ℂ))⁻¹` is the cast of the real number `(2 * Real.pi)⁻¹`, and `simp` proves it. Rewriting with `hr` changes both sides of `h1`, after which `Complex.conj_ofReal` removes the conjugation from the left side in one step. The two sides are then identical, and `rw` closes the goal. The conjugate of 2 never has to be treated on its own.

As a diff, the version that Lean accepts:

```diff
@@ -18,5 +18,6 @@
   have h0 : (0 : ℝ) ≤ 2 * Real.pi := by positivity
   have h1 : conj ((2 * (Real.pi : ℂ))⁻¹) = (2 * (Real.pi : ℂ))⁻¹ := by
-    simp [Complex.conj_ofReal]
+    have hr : (2 * (Real.pi : ℂ))⁻¹ = (((2 * Real.pi)⁻¹ : ℝ) : ℂ) := by simp
+    rw [hr, Complex.conj_ofReal]
   unfold fourierMean
   simp only [intervalIntegral.integral_of_le h0]
```
